# On a quadratic surface, the nudged force with a fixed tangent is a gradient exactly when the tangent is a Hessian eigenvector

Let $E$ be a real inner product space with inner product $\langle x,y\rangle$, written `inner ℝ x y` in Lean. The case $E=\mathbb R^n$ is included, and infinite dimension is allowed. Coordinates and energies are dimensionless, so a force vector can also serve as a point of $E$.

```lean
import Mathlib

noncomputable section

namespace NudgedForceIntegrability

variable {E : Type*} [NormedAddCommGroup E] [InnerProductSpace ℝ E]
```

The energy surface is $\tfrac12\langle x,Hx\rangle$, with a stationary point at the origin and a constant Hessian $H$. In Lean, `H : E →L[ℝ] E` is a continuous linear map, and its symmetry is a separate hypothesis `hH`, stated only where it is used. The true force is $-Hx$. For a unit tangent $t$ that does not depend on $x$, the nudged force is the part of the true force perpendicular to $t$; the same formula defines $F_t$ for any $t$:

$$F_t(x)=-\bigl(Hx-\langle t,Hx\rangle t\bigr).$$

In a nudged elastic band code this is the line `f - dot(f, t) * t`, applied to the true force `f` on one image; a spring force along $t$ is then added. If the tangent is estimated from the two neighbouring images alone, it stays fixed while those neighbours are held still. Spring forces, anharmonic surfaces and tangents that change with $x$ are not treated here.

```lean
/-- The nudged force at `x` on a quadratic energy surface with Hessian `H`: the true force `-H x`
minus `⟨t, -H x⟩ t`, which is its component along `t` when `t` is a unit vector. -/
def nudgedForce (H : E →L[ℝ] E) (t x : E) : E := -(H x - inner ℝ t (H x) • t)
```

For a unit tangent, the tangent residual is what remains of $Ht$ after its component along $t$ is subtracted; the same formula defines it for any $t$:

$$r=Ht-\langle t,Ht\rangle t.$$

```lean
/-- The vector `H t` minus `⟨t, H t⟩ t`, which is its component along `t` when `t` is a unit vector.
-/
def tangentResidual (H : E →L[ℝ] E) (t : E) : E := H t - inner ℝ t (H t) • t
```

For any force field $F$, the work along the straight segment from $a$ to $b$ is

$$W_F(a,b)=\int_0^1\langle F(a+s(b-a)),\,b-a\rangle\,ds.$$

```lean
/-- The work done by the force field `F` along the straight segment from `a` to `b`. -/
def segmentWork (F : E → E) (a b : E) : ℝ :=
  ∫ s in (0 : ℝ)..1, inner ℝ (F (a + s • (b - a))) (b - a)
```

A gradient field is one with $F=\nabla V$ on all of $E$ for some twice continuously differentiable $V$. With this sign, $V$ is minus a potential energy. Completeness of $E$, automatic in finite dimension, lets the derivative of $V$ be represented by a gradient vector.

```lean
/-- The field `F` is the gradient of a twice continuously differentiable function. -/
def IsGradientField [CompleteSpace E] (F : E → E) : Prop :=
  ∃ V : E → ℝ, ContDiff ℝ 2 V ∧ ∀ x, HasGradientAt V (F x) x
```

## (a) Work of a gradient field along a segment

Let $F$ be continuous with $F=\nabla V$ everywhere. Show that

$$W_F(a,b)=V(b)-V(a).$$

**Solution.** Put $g(s)=V(a+s(b-a))$. The chain rule gives $g'(s)=\langle F(a+s(b-a)),b-a\rangle$, which is the integrand of the work. It is continuous, so the fundamental theorem of calculus gives $W_F(a,b)=g(1)-g(0)=V(b)-V(a)$.

In the proof, `hline` differentiates the segment, `hd` is the chain rule, and `hc` supplies the continuity needed for integration.

```lean
/-- The work of a continuous gradient field along a segment is the difference of the
potential function between its ends. -/
theorem segmentWork_of_gradient [CompleteSpace E] {F : E → E} {V : E → ℝ}
    (hF : Continuous F) (hV : ∀ x, HasGradientAt V (F x) x) (a b : E) :
    segmentWork F a b = V b - V a := by
  have hline : ∀ s : ℝ, HasDerivAt (fun s : ℝ => a + s • (b - a)) (b - a) s := fun s =>
    (((hasDerivAt_id' s).smul_const (b - a)).const_add a).congr_deriv (one_smul ℝ _)
  -- chain rule along the segment
  have hd : ∀ s : ℝ, HasDerivAt (fun s : ℝ => V (a + s • (b - a)))
      (inner ℝ (F (a + s • (b - a))) (b - a)) s := by
    intro s
    have h := (hV (a + s • (b - a))).hasFDerivAt.comp_hasDerivAt s (hline s)
    exact h.congr_deriv (by simp)
  have hc : Continuous (fun s : ℝ => inner ℝ (F (a + s • (b - a))) (b - a)) := by
    fun_prop
  refine (intervalIntegral.integral_eq_sub_of_hasDerivAt (fun s _ => hd s)
    (hc.intervalIntegrable 0 1)).trans ?_
  simp
```

## (b) Work of the nudged force from its end values

Show that, for any $t$,

$$W_{F_t}(a,b)=\tfrac12\langle F_t(a)+F_t(b),\,b-a\rangle.$$

**Solution.** Since $F_t$ is linear in $x$,

$$F_t(a+s(b-a))=F_t(a)+s\,\bigl(F_t(b)-F_t(a)\bigr).$$

The integrand is therefore $c+sd$, with $c=\langle F_t(a),b-a\rangle$ and $d=\langle F_t(b)-F_t(a),b-a\rangle$. Its integral over $[0,1]$ is $c+d/2$, which is the stated average.

The step `hlin` puts the integrand in this form, and `key` evaluates the integral.

```lean
/-- The work of the nudged force along a segment is the average of the two end forces
times the displacement. -/
theorem segmentWork_nudgedForce (H : E →L[ℝ] E) (t a b : E) :
    segmentWork (nudgedForce H t) a b =
      inner ℝ (nudgedForce H t a + nudgedForce H t b) (b - a) / 2 := by
  have hlin : ∀ s : ℝ, inner ℝ (nudgedForce H t (a + s • (b - a))) (b - a) =
      inner ℝ (nudgedForce H t a) (b - a) +
        s * (inner ℝ (nudgedForce H t b) (b - a) - inner ℝ (nudgedForce H t a) (b - a)) := by
    intro s
    have h : nudgedForce H t (a + s • (b - a)) =
        nudgedForce H t a + s • (nudgedForce H t b - nudgedForce H t a) := by
      simp only [nudgedForce, map_add, map_smul, map_sub, inner_add_right,
        real_inner_smul_right, inner_sub_right]
      module
    rw [h, inner_add_left, real_inner_smul_left, inner_sub_left]
  have key : ∀ c d : ℝ, ∫ s in (0 : ℝ)..1, (c + s * d) = c + d / 2 := by
    intro c d
    have h1 : IntervalIntegrable (fun _ : ℝ => c) MeasureTheory.volume 0 1 :=
      continuous_const.intervalIntegrable 0 1
    have h2 : IntervalIntegrable (fun s : ℝ => s * d) MeasureTheory.volume 0 1 :=
      (by fun_prop : Continuous fun s : ℝ => s * d).intervalIntegrable 0 1
    rw [intervalIntegral.integral_add h1 h2, intervalIntegral.integral_const,
      intervalIntegral.integral_mul_const, integral_id]
    simp only [smul_eq_mul]
    ring
  simp only [segmentWork, hlin, key]
  rw [inner_add_left]
  ring
```

## (c) The component along the tangent

Let $\|t\|=1$. Show that

$$\langle F_t(x),t\rangle=0.$$

**Solution.** Expanding the definition,

$$\langle F_t(x),t\rangle=-\langle Hx,t\rangle+\langle t,Hx\rangle\|t\|^2=0,$$

because $\|t\|=1$ and the real inner product is symmetric. The Lean proof makes the same expansion and swaps the arguments with `real_inner_comm`.

```lean
/-- The nudged force has no component along the unit tangent. -/
theorem nudgedForce_orthogonal (H : E →L[ℝ] E) {t : E} (ht : ‖t‖ = 1) (x : E) :
    inner ℝ (nudgedForce H t x) t = 0 := by
  simp only [nudgedForce, inner_neg_left, inner_sub_left, real_inner_smul_left,
    real_inner_self_eq_norm_sq, ht]
  rw [real_inner_comm t (H x)]
  ring
```

## (d) Work around a triangle

Let $\|t\|=1$. Show that the work around $0\to r\to t\to 0$ is

$$W_{F_t}(0,r)+W_{F_t}(r,t)+W_{F_t}(t,0)=\tfrac12\|r\|^2.$$

**Solution.** The definitions give $F_t(0)=0$ and $F_t(t)=-r$. By (b), the three legs contribute

$$\begin{aligned}
W_{F_t}(0,r)&=\tfrac12\langle F_t(r),r\rangle,\\
W_{F_t}(r,t)&=\tfrac12\langle F_t(r)-r,\,t-r\rangle\\
&=\tfrac12\bigl(\langle F_t(r),t\rangle-\langle F_t(r),r\rangle-\langle r,t\rangle+\|r\|^2\bigr),\\
W_{F_t}(t,0)&=\tfrac12\langle r,t\rangle.
\end{aligned}$$

In the sum, the terms $\langle F_t(r),r\rangle$ and $\langle r,t\rangle$ cancel. The term $\langle F_t(r),t\rangle$ vanishes by (c), which leaves $\tfrac12\|r\|^2$.

In Lean, `h0`, `h1` and `h2` are the values at $0$, the orthogonality at $r$ and the value at $t$; `ring` performs the cancellation.

```lean
/-- For a unit tangent `t`, around the closed triangle `0 → r → t → 0` with `r` the tangent
residual, the nudged force does the net work `‖r‖² / 2`. -/
theorem triangle_work (H : E →L[ℝ] E) {t : E} (ht : ‖t‖ = 1) :
    segmentWork (nudgedForce H t) 0 (tangentResidual H t) +
      segmentWork (nudgedForce H t) (tangentResidual H t) t +
      segmentWork (nudgedForce H t) t 0 = ‖tangentResidual H t‖ ^ 2 / 2 := by
  have h0 : nudgedForce H t 0 = 0 := by simp [nudgedForce]
  have h1 := nudgedForce_orthogonal H ht (tangentResidual H t)
  have h2 : nudgedForce H t t = -tangentResidual H t := rfl
  simp only [segmentWork_nudgedForce, h0, h2, zero_add, add_zero, sub_zero, zero_sub,
    inner_add_left, inner_sub_right, inner_neg_left, inner_neg_right, h1,
    real_inner_self_eq_norm_sq]
  ring
```

## (e) What a potential forces on the tangent

Let $\|t\|=1$ and suppose that $F_t=\nabla V$ everywhere for some function $V$, with no further smoothness assumed. Show that

$$Ht=\langle t,Ht\rangle t.$$

**Solution.** The field $F_t$ is continuous, so (a) applies to each side of the triangle:

$$\bigl(V(r)-V(0)\bigr)+\bigl(V(t)-V(r)\bigr)+\bigl(V(0)-V(t)\bigr)=0.$$

By (d) the same sum is $\tfrac12\|r\|^2$. Hence $r=0$, which is the claim. Symmetry of $H$ is not needed.

The proof rewrites the triangle identity `w` with (a), and `linarith` extracts $\|r\|^2=0$.

```lean
variable [CompleteSpace E]

/-- If the nudged force for a unit tangent `t` is the gradient of any function at all, then `H t` is
the multiple `⟨t, H t⟩ t` of the tangent. -/
theorem eigenvector_of_gradient (H : E →L[ℝ] E) {t : E} (ht : ‖t‖ = 1) {V : E → ℝ}
    (hV : ∀ x, HasGradientAt V (nudgedForce H t x) x) :
    H t = inner ℝ t (H t) • t := by
  have hF : Continuous (nudgedForce H t) := by
    unfold nudgedForce
    fun_prop
  -- a gradient field does no work around the triangle
  have w := triangle_work H ht
  simp only [segmentWork_of_gradient hF hV] at w
  have hz : ‖tangentResidual H t‖ ^ 2 = 0 := by linarith
  exact sub_eq_zero.1 (norm_eq_zero.1 ((pow_eq_zero_iff two_ne_zero).1 hz))
```

## (f) A potential when the tangent is an eigenvector

Let $H$ be symmetric and $Ht=\mu t$ with $\mu$ real. Show that

$$\nabla\Bigl[-\tfrac12\bigl(\langle Hx,x\rangle-\mu\langle t,x\rangle^2\bigr)\Bigr]=F_t(x).$$

**Solution.** The derivative of the bracket in a direction $v$ is

$$-\tfrac12\bigl(\langle Hx,v\rangle+\langle Hv,x\rangle-2\mu\langle t,x\rangle\langle t,v\rangle\bigr)
=-\langle Hx,v\rangle+\mu\langle t,x\rangle\langle t,v\rangle,$$

where symmetry gives $\langle Hv,x\rangle=\langle Hx,v\rangle$. Symmetry also gives $\langle t,Hx\rangle=\langle Ht,x\rangle=\mu\langle t,x\rangle$, so the right-hand side is $\langle F_t(x),v\rangle$ for every $v$.

For a unit tangent, the corresponding energy is the original one with the curvature along $t$ set to zero. In Lean, `e1` and `e2` are the two uses of symmetry, and `e3` is the expanded nudged force.

```lean
/-- If the tangent is an eigenvector of the symmetric Hessian with eigenvalue `μ`, the nudged
force is the gradient of `-(⟨H x, x⟩ - μ ⟨t, x⟩²) / 2`. -/
theorem gradient_of_eigenvector (H : E →L[ℝ] E)
    (hH : ∀ x y, inner ℝ (H x) y = inner ℝ x (H y)) {t : E} {μ : ℝ} (hμ : H t = μ • t)
    (x : E) :
    HasGradientAt (fun y => (-1 / 2 : ℝ) * (inner ℝ (H y) y - μ * inner ℝ t y ^ 2))
      (nudgedForce H t x) x := by
  rw [hasGradientAt_iff_hasFDerivAt]
  have hq := (H.hasFDerivAt (x := x)).inner ℝ (hasFDerivAt_id x)
  have hl : HasFDerivAt (fun y => inner ℝ t y) (innerSL ℝ t) x :=
    (innerSL ℝ t).hasFDerivAt
  refine ((hq.sub ((hl.pow 2).const_mul μ)).const_mul (-1 / 2 : ℝ)).congr_fderiv ?_
  ext v
  have e1 : inner ℝ (H v) x = inner ℝ (H x) v := by
    rw [hH v x, real_inner_comm]
  have e2 : inner ℝ t (H x) = μ * inner ℝ t x := by
    rw [← hH t x, hμ, real_inner_smul_left]
  have e3 : inner ℝ (nudgedForce H t x) v =
      -(inner ℝ (H x) v - μ * inner ℝ t x * inner ℝ t v) := by
    rw [nudgedForce, inner_neg_left, inner_sub_left, real_inner_smul_left, e2]
  simp [fderivInnerCLM_apply, e1, e3]
  ring
```

## (g) The eigenvector criterion

Let $H$ be symmetric and $\|t\|=1$. Show that

$$\exists\,V\in C^2(E):\ F_t=\nabla V\quad\Longleftrightarrow\quad\exists\,\mu\in\mathbb R:\ Ht=\mu t.$$

**Solution.** If $V$ exists, (e) gives $Ht=\mu t$ with $\mu=\langle t,Ht\rangle$. Conversely, the function in (f) has gradient $F_t$, and it is $C^2$ because it is built from continuous linear maps, inner products and products.

In one dimension every unit $t$ is an eigenvector, $F_t$ vanishes identically, and any constant $V$ will do.

For a single image on a harmonic surface with a fixed tangent, there is therefore no single $C^2$ energy on all of $E$ whose negative gradient is the nudged force, unless the tangent is a Hessian eigenvector. The obstruction appears only when the image also moves along $t$. For a displacement $v\perp t$, $\langle F_t(x),v\rangle=-\langle Hx,v\rangle$, so within a hyperplane perpendicular to $t$ the work of the nudged force is the decrease of the original energy. Successive line searches along the nudged force alone stay in such a hyperplane and can monitor that energy; a nonzero spring force along $t$ takes the image out of it.

The Lean proof discards the $C^2$ property in the forward direction and establishes it with `contDiff` lemmas in the reverse direction.

```lean
/-- For a symmetric Hessian `H` and a fixed unit tangent `t`, the nudged force field is the
gradient of a twice continuously differentiable function if and only if `t` is an
eigenvector of `H`. -/
theorem nudgedForce_isGradientField_iff (H : E →L[ℝ] E)
    (hH : ∀ x y, inner ℝ (H x) y = inner ℝ x (H y)) {t : E} (ht : ‖t‖ = 1) :
    IsGradientField (nudgedForce H t) ↔ ∃ μ : ℝ, H t = μ • t := by
  constructor
  · rintro ⟨V, -, hV⟩
    exact ⟨_, eigenvector_of_gradient H ht hV⟩
  · rintro ⟨μ, hμ⟩
    refine ⟨_, ?_, gradient_of_eigenvector H hH hμ⟩
    exact contDiff_const.mul ((H.contDiff.inner ℝ contDiff_id).sub
      (contDiff_const.mul ((contDiff_const.inner ℝ contDiff_id).pow 2)))
```

## (h) A tangent tilted between two modes

Let $H$ be symmetric, and let $u,w$ be orthonormal with $Hu=au$ and $Hw=bw$; here $a$ and $b$ are curvatures, no longer endpoints. Take $t=\cos\theta\,u+\sin\theta\,w$. Show that

$$F_t\text{ is a gradient field}\quad\Longleftrightarrow\quad a=b\ \text{ or }\ \cos\theta=0\ \text{ or }\ \sin\theta=0.$$

**Solution.** Orthonormality gives $\|t\|^2=\cos^2\theta+\sin^2\theta=1$, so (g) applies. The components of $Ht=\mu t$ along $u$ and $w$ are

$$a\cos\theta=\mu\cos\theta,\qquad b\sin\theta=\mu\sin\theta.$$

Multiply the first by $\sin\theta$, the second by $\cos\theta$, and subtract:

$$(a-b)\cos\theta\sin\theta=0.$$

One of the three factors must vanish. Conversely, $\mu=b$ works if $a=b$ or $\cos\theta=0$, and $\mu=a$ works if $\sin\theta=0$.

Inserting this tangent in (d) gives a loop work of $\tfrac12(a-b)^2\cos^2\theta\sin^2\theta$, which is approximately $\tfrac12(a-b)^2\theta^2$ for small tilt. The triangle itself shrinks with the tilt: since $r\perp t$, its area is $\tfrac12\|r\|$. When $r\ne0$, the work per unit area is $\|r\|=|a-b|\,|\cos\theta\sin\theta|\approx|a-b|\,|\theta|$, so by that measure the failure to be a gradient is of first order in the angle.

In the proof, `hsq` and `ht` establish the normalisation, `h1` and `h2` are the two component equations, and `h3` is their combination.

```lean
/-- For a symmetric Hessian `H` and a tangent at angle `θ` in the plane of two orthonormal modes
(eigenvectors of `H`) with curvatures `a` and `b`, the nudged force is a gradient field exactly when
the curvatures agree or the tangent lies along one of the modes. -/
theorem tilted_tangent_iff (H : E →L[ℝ] E)
    (hH : ∀ x y, inner ℝ (H x) y = inner ℝ x (H y)) {u w : E} (hu : ‖u‖ = 1)
    (hw : ‖w‖ = 1) (huw : inner ℝ u w = 0) {a b : ℝ} (Hu : H u = a • u)
    (Hw : H w = b • w) (θ : ℝ) :
    IsGradientField (nudgedForce H (Real.cos θ • u + Real.sin θ • w)) ↔
      a = b ∨ Real.cos θ = 0 ∨ Real.sin θ = 0 := by
  have hwu : inner ℝ w u = 0 := by rw [real_inner_comm, huw]
  have hsq : ‖Real.cos θ • u + Real.sin θ • w‖ ^ 2 = 1 := by
    rw [← real_inner_self_eq_norm_sq]
    simp only [inner_add_left, inner_add_right, real_inner_smul_left,
      real_inner_smul_right, real_inner_self_eq_norm_sq, norm_smul, Real.norm_eq_abs,
      mul_pow, sq_abs, hu, hw, huw, hwu]
    linear_combination Real.sin_sq_add_cos_sq θ
  have ht : ‖Real.cos θ • u + Real.sin θ • w‖ = 1 :=
    (sq_eq_sq₀ (norm_nonneg _) zero_le_one).1 (by rw [hsq, one_pow])
  rw [nudgedForce_isGradientField_iff H hH ht]
  constructor
  · rintro ⟨μ, h⟩
    -- compare the components along the two modes
    have h1 := congrArg (fun z => inner ℝ u z) h
    have h2 := congrArg (fun z => inner ℝ w z) h
    simp only [map_add, map_smul, Hu, Hw, inner_add_right, real_inner_smul_right,
      real_inner_self_eq_norm_sq, hu, hw, huw, hwu] at h1 h2
    have h3 : (a - b) * (Real.cos θ * Real.sin θ) = 0 := by
      linear_combination Real.sin θ * h1 - Real.cos θ * h2
    rcases mul_eq_zero.1 h3 with h | h
    · exact Or.inl (sub_eq_zero.1 h)
    · exact Or.inr (mul_eq_zero.1 h)
  · rintro (h | h | h)
    · refine ⟨b, ?_⟩
      simp only [map_add, map_smul, Hu, Hw, h]
      module
    · refine ⟨b, ?_⟩
      simp only [map_add, map_smul, Hu, Hw, h]
      module
    · refine ⟨a, ?_⟩
      simp only [map_add, map_smul, Hu, Hw, h]
      module

end NudgedForceIntegrability
```

```lean
#print axioms NudgedForceIntegrability.nudgedForce_isGradientField_iff
-- 'NudgedForceIntegrability.nudgedForce_isGradientField_iff' depends on axioms: [propext, Classical.choice, Quot.sound]
#print axioms NudgedForceIntegrability.tilted_tangent_iff
-- 'NudgedForceIntegrability.tilted_tangent_iff' depends on axioms: [propext, Classical.choice, Quot.sound]
```
